# Second derivative of a separable projector energy at fixed plane-wave coefficients

Take finitely many real wavevectors $K_g$ along one coordinate, complex coefficients $c_g$ and a real strength $d$. An ion displaced by $t$ has the separable projector energy

$$E(t) = d\,\Bigl|\sum_g c_g e^{iK_g t}\Bigr|^2 .$$

With the coefficients held fixed, I find the curvature

$$E''(0) = 2d\Bigl(\Bigl|\sum_g K_g c_g\Bigr|^2 - \mathrm{Re}\Bigl[\overline{\sum_g c_g}\,\sum_g K_g^2 c_g\Bigr]\Bigr).$$

I would like a rigorous proof of this that a machine has checked, preferably one that also covers an ion moving in three dimensions. Can that be done in Lean?

## Differentiating the projector amplitude twice

Yes, and it is easiest to do the general case first. Let the ion sit at $R$, let $u$ and $v$ be two displacement directions, and write

$$a_g = c_g e^{iK_g\cdot R},\qquad p_g = K_g\cdot u,\qquad q_g = K_g\cdot v,$$

$$F=\sum_g a_g,\quad P=\sum_g p_g a_g,\quad Q=\sum_g q_g a_g,\quad M=\sum_g p_g q_g a_g .$$

The energy is $E = d\,\overline{F}F$. Differentiating along $v$ multiplies each $a_g$ by $iq_g$, so $\partial_v F = iQ$ and

$$\partial_v E = d\,(\overline{iQ}\,F + \overline{F}\,iQ) = 2d\,\mathrm{Re}(\overline{F}\,iQ).$$

Moving along $u$ gives $\partial_u F = iP$ and $\partial_u Q = iM$. Hence

$$\partial_u\partial_v E = 2d\,\mathrm{Re}(\overline{iP}\,iQ + \overline{F}\,i^2M) = 2d\,\bigl[\mathrm{Re}(\overline{P}Q) - \mathrm{Re}(\overline{F}M)\bigr].$$

For one coordinate, with $R=0$ and $u=v=1$, we have $a_g=c_g$ and $p_g=q_g=K_g$, which is your formula.

The same quantity is a sum over pairs. Expanding $(p_g-p_h)(q_g-q_h)$ and summing against $\mathrm{Re}(\overline{a_g}a_h)$, the terms $p_gq_g$ and $p_hq_h$ each give $\mathrm{Re}(\overline{F}M)$, while the two cross terms each give $-\mathrm{Re}(\overline{P}Q)$. Therefore

$$\partial_u\partial_v E = -d\sum_{g,h}(p_g-p_h)(q_g-q_h)\,\mathrm{Re}(\overline{a_g}a_h).$$

Two waves $\pm k$ show both signs of the curvature. Coefficients $1,1$ give $E=4d\cos^2 kt$ and $E''(0)=-8dk^2$; coefficients $1,-1$ give $E=4d\sin^2 kt$ and $E''(0)=+8dk^2$. If the coefficients are normalised by $1/\sqrt2$, the values are $\mp4dk^2$. For nonzero $k$ and $d$, the sign of $d$ therefore does not determine the sign of the curvature.

Here is the Lean file, which contains the general formula, the pair form, your formula and the two-wave example.

```lean
import Mathlib

open Matrix ComplexConjugate

namespace SeparableProjectorCurvature

noncomputable section

variable {ι n : Type*} [Fintype ι] [Fintype n]

/-- The plane-wave coefficient `c g` multiplied by the structure phase `exp(i K_g · R)`
of an ion at position `R`. -/
def phased (K : ι → n → ℝ) (c : ι → ℂ) (R : n → ℝ) (g : ι) : ℂ :=
  c g * Complex.exp (Complex.I * ((K g ⬝ᵥ R : ℝ) : ℂ))

/-- The separable projector energy `d |∑ c_g exp(i K_g · R)|²` of an ion at position `R`. -/
def energy (d : ℝ) (K : ι → n → ℝ) (c : ι → ℂ) (R : n → ℝ) : ℝ :=
  d * ‖∑ g, phased K c R g‖ ^ 2

/-- The separable projector energy `d |∑ c_g exp(i K_g t)|²` for a displacement `t`
along one coordinate. -/
def lineEnergy (d : ℝ) (K : ι → ℝ) (c : ι → ℂ) (t : ℝ) : ℝ :=
  d * ‖∑ g, c g * Complex.exp (Complex.I * ((K g * t : ℝ) : ℂ))‖ ^ 2

/-- Differentiating a weighted plane-wave sum as the ion moves along `u` multiplies each term by
`i K_g · u`. -/
theorem hasDerivAt_weighted (K : ι → n → ℝ) (c : ι → ℂ) (R u : n → ℝ) (w : ι → ℂ) (t : ℝ) :
    HasDerivAt (fun t : ℝ => ∑ g, w g * phased K c (R + t • u) g)
      (∑ g, w g * (Complex.I * ((K g ⬝ᵥ u : ℝ) : ℂ)) * phased K c (R + t • u) g) t := by
  refine HasDerivAt.fun_sum fun g _ => ?_
  -- the phase is an affine function of the displacement
  have h1 : HasDerivAt (fun t : ℝ => K g ⬝ᵥ (R + t • u)) (K g ⬝ᵥ u) t := by
    have e : (fun t : ℝ => K g ⬝ᵥ (R + t • u)) = fun t => K g ⬝ᵥ R + t * (K g ⬝ᵥ u) := by
      funext t
      simp [dotProduct_add, dotProduct_smul]
    rw [e]
    exact (((hasDerivAt_id' t).mul_const _).const_add _).congr_deriv (one_mul _)
  have h3 := (((h1.ofReal_comp.const_mul Complex.I).cexp).const_mul (c g)).const_mul (w g)
  exact h3.congr_deriv (by simp only [phased]; ring)

/-- Product rule for the real part of the overlap `conj f · g` of two differentiable
complex amplitudes. -/
theorem hasDerivAt_re_conj_mul {f g : ℝ → ℂ} {f' g' : ℂ} {t : ℝ}
    (hf : HasDerivAt f f' t) (hg : HasDerivAt g g' t) :
    HasDerivAt (fun x => (conj (f x) * g x).re) (conj f' * g t + conj (f t) * g').re t := by
  have fr : HasDerivAt (fun x => (f x).re) f'.re t :=
    Complex.reCLM.hasFDerivAt.comp_hasDerivAt t hf
  have fi : HasDerivAt (fun x => (f x).im) f'.im t :=
    Complex.imCLM.hasFDerivAt.comp_hasDerivAt t hf
  have gr : HasDerivAt (fun x => (g x).re) g'.re t :=
    Complex.reCLM.hasFDerivAt.comp_hasDerivAt t hg
  have gi : HasDerivAt (fun x => (g x).im) g'.im t :=
    Complex.imCLM.hasFDerivAt.comp_hasDerivAt t hg
  have e : (fun x => (conj (f x) * g x).re) =
      fun x => (f x).re * (g x).re + (f x).im * (g x).im := by
    funext x
    simp only [Complex.mul_re, Complex.conj_re, Complex.conj_im]
    ring
  rw [e]
  refine ((fr.fun_mul gr).fun_add (fi.fun_mul gi)).congr_deriv ?_
  simp only [Complex.add_re, Complex.mul_re, Complex.conj_re, Complex.conj_im]
  ring

/-- The force constant of a separable projector at fixed coefficients: the mixed second derivative
of the energy along `u` and `v` is `2d (Re(conj P * Q) - Re(conj F * M))`. Here `F` is the sum of
the phased coefficients, `P` and `Q` are their sums weighted by `K_g · u` and by `K_g · v`, and `M`
is their sum weighted by the product of these two. -/
theorem force_constant (d : ℝ) (K : ι → n → ℝ) (c : ι → ℂ) (R u v : n → ℝ) :
    HasDerivAt (fun s : ℝ => deriv (fun t : ℝ => energy d K c (R + s • u + t • v)) 0)
      (2 * d * ((conj (∑ g, ((K g ⬝ᵥ u : ℝ) : ℂ) * phased K c R g) *
            ∑ g, ((K g ⬝ᵥ v : ℝ) : ℂ) * phased K c R g).re -
          (conj (∑ g, phased K c R g) *
            ∑ g, (((K g ⬝ᵥ u) * (K g ⬝ᵥ v) : ℝ) : ℂ) * phased K c R g).re)) 0 := by
  have hE : ∀ R, energy d K c R =
      d * (conj (∑ g, (1 : ℂ) * phased K c R g) * ∑ g, (1 : ℂ) * phased K c R g).re := by
    intro R
    simp only [one_mul, energy]
    rw [← Complex.normSq_eq_norm_sq, Complex.normSq_apply]
    simp only [Complex.mul_re, Complex.conj_re, Complex.conj_im]
    ring
  -- first derivative along v, at any position
  have first : ∀ R, deriv (fun t : ℝ => energy d K c (R + t • v)) 0 =
      2 * d * (conj (∑ g, (1 : ℂ) * phased K c R g) *
        ∑ g, (1 : ℂ) * (Complex.I * ((K g ⬝ᵥ v : ℝ) : ℂ)) * phased K c R g).re := by
    intro R
    have hw := hasDerivAt_weighted K c R v (fun _ => 1) 0
    have h := (hasDerivAt_re_conj_mul hw hw).const_mul d
    simp only [hE]
    refine h.deriv.trans ?_
    simp only [zero_smul, add_zero, Complex.add_re, Complex.mul_re, Complex.conj_re,
      Complex.conj_im]
    ring
  simp only [first]
  -- second derivative, along u
  have h := (hasDerivAt_re_conj_mul (hasDerivAt_weighted K c R u (fun _ => 1) 0)
    (hasDerivAt_weighted K c R u
      (fun g => 1 * (Complex.I * ((K g ⬝ᵥ v : ℝ) : ℂ))) 0)).const_mul (2 * d)
  refine h.congr_deriv ?_
  have e1 : ∀ w : ι → ℝ, ∑ g, (1 : ℂ) * (Complex.I * (w g : ℂ)) * phased K c R g =
      Complex.I * ∑ g, (w g : ℂ) * phased K c R g := by
    intro w
    rw [Finset.mul_sum]
    exact Finset.sum_congr rfl fun g _ => by ring
  have e2 : ∑ g, (1 : ℂ) * (Complex.I * ((K g ⬝ᵥ v : ℝ) : ℂ)) *
        (Complex.I * ((K g ⬝ᵥ u : ℝ) : ℂ)) * phased K c R g =
      -∑ g, (((K g ⬝ᵥ u) * (K g ⬝ᵥ v) : ℝ) : ℂ) * phased K c R g := by
    rw [← Finset.sum_neg_distrib]
    refine Finset.sum_congr rfl fun g _ => ?_
    rw [Complex.ofReal_mul]
    linear_combination (((K g ⬝ᵥ v : ℝ) : ℂ) * ((K g ⬝ᵥ u : ℝ) : ℂ) * phased K c R g) *
      Complex.I_sq
  simp only [zero_smul, add_zero]
  rw [e1 (fun g => K g ⬝ᵥ u), e1 (fun g => K g ⬝ᵥ v), e2]
  simp only [one_mul, Complex.add_re, Complex.neg_re, Complex.neg_im, Complex.mul_re,
    Complex.mul_im, Complex.conj_re, Complex.conj_im, Complex.I_re, Complex.I_im]
  ring

/-- A double sum weighted by differences of `p` and of `q` reduces to products of moments. -/
theorem pair_sum (p q x : ι → ℝ) :
    ∑ g, ∑ h, (p g - p h) * (q g - q h) * (x g * x h) =
      (∑ g, p g * q g * x g) * (∑ g, x g) + (∑ g, x g) * (∑ g, p g * q g * x g) -
        (∑ g, p g * x g) * (∑ g, q g * x g) - (∑ g, q g * x g) * (∑ g, p g * x g) := by
  simp only [Finset.sum_mul_sum, ← Finset.sum_add_distrib, ← Finset.sum_sub_distrib]
  exact Finset.sum_congr rfl fun g _ => Finset.sum_congr rfl fun h _ => by ring

/-- The force constant as `-d` times a sum over ordered pairs of plane waves. Each pair contributes
the real part of `conj a_g * a_h`, with `a` the phased coefficients, times the dot products of the
wavevector difference `K_g - K_h` with `u` and with `v`. -/
theorem force_constant_pairs (d : ℝ) (K : ι → n → ℝ) (c : ι → ℂ) (R u v : n → ℝ) :
    HasDerivAt (fun s : ℝ => deriv (fun t : ℝ => energy d K c (R + s • u + t • v)) 0)
      (-d * ∑ g, ∑ h, ((K g - K h) ⬝ᵥ u) * ((K g - K h) ⬝ᵥ v) *
        (conj (phased K c R g) * phased K c R h).re) 0 := by
  refine (force_constant d K c R u v).congr_deriv ?_
  have hx := pair_sum (fun g => K g ⬝ᵥ u) (fun g => K g ⬝ᵥ v) (fun g => (phased K c R g).re)
  have hy := pair_sum (fun g => K g ⬝ᵥ u) (fun g => K g ⬝ᵥ v) (fun g => (phased K c R g).im)
  -- split the pair sum into real and imaginary parts of the coefficients
  have hs : ∑ g, ∑ h, ((K g - K h) ⬝ᵥ u) * ((K g - K h) ⬝ᵥ v) *
        (conj (phased K c R g) * phased K c R h).re =
      (∑ g, ∑ h, (K g ⬝ᵥ u - K h ⬝ᵥ u) * (K g ⬝ᵥ v - K h ⬝ᵥ v) *
        ((phased K c R g).re * (phased K c R h).re)) +
      ∑ g, ∑ h, (K g ⬝ᵥ u - K h ⬝ᵥ u) * (K g ⬝ᵥ v - K h ⬝ᵥ v) *
        ((phased K c R g).im * (phased K c R h).im) := by
    simp only [← Finset.sum_add_distrib]
    refine Finset.sum_congr rfl fun g _ => Finset.sum_congr rfl fun h _ => ?_
    simp only [sub_dotProduct, Complex.mul_re, Complex.conj_re, Complex.conj_im]
    ring
  rw [hs, hx, hy]
  simp only [Complex.mul_re, Complex.conj_re, Complex.conj_im]
  simp only [Complex.re_sum, Complex.im_sum, Complex.re_ofReal_mul, Complex.im_ofReal_mul]
  ring

/-- Along one coordinate, the second derivative of the projector energy at `t = 0` is
`2d (|∑ K_g c_g|² - Re(conj(∑ c_g) ∑ K_g² c_g))`. -/
theorem line_curvature (d : ℝ) (K : ι → ℝ) (c : ι → ℂ) :
    HasDerivAt (deriv (lineEnergy d K c))
      (2 * d * (‖∑ g, (K g : ℂ) * c g‖ ^ 2 -
        (conj (∑ g, c g) * ∑ g, (K g : ℂ) ^ 2 * c g).re)) 0 := by
  have h := force_constant d (fun g (_ : Unit) => K g) c 0 (fun _ => (1 : ℝ)) (fun _ => (1 : ℝ))
  -- a one-component position vector is the displacement itself
  have e : ∀ s : ℝ, deriv (fun t : ℝ => energy d (fun g (_ : Unit) => K g) c
      (0 + s • (fun _ => (1 : ℝ)) + t • (fun _ => (1 : ℝ)))) 0 =
      deriv (lineEnergy d K c) s := by
    intro s
    have e' : (fun t : ℝ => energy d (fun g (_ : Unit) => K g) c
        (0 + s • (fun _ => (1 : ℝ)) + t • (fun _ => (1 : ℝ)))) =
        fun t => lineEnergy d K c (s + t) := by
      funext t
      simp [energy, phased, lineEnergy, dotProduct]
    rw [e', deriv_comp_const_add (f := lineEnergy d K c) (a := s) (x := 0), add_zero]
  simp only [e] at h
  refine h.congr_deriv ?_
  have hp : phased (fun g (_ : Unit) => K g) c 0 = c := by
    funext g
    simp [phased]
  have hd : ∀ g, (fun _ : Unit => K g) ⬝ᵥ (fun _ => (1 : ℝ)) = K g := by
    intro g
    simp [dotProduct]
  rw [← Complex.normSq_eq_norm_sq, Complex.normSq_apply]
  simp only [hp, hd, Complex.ofReal_mul, Complex.mul_re, Complex.conj_re, Complex.conj_im,
    pow_two]
  ring

/-- For two opposite wavevectors `k` and `-k` the curvature at `t = 0` is `-8dk²` when the
coefficients are `1, 1` and `8dk²` when they are `1, -1`. -/
theorem curvature_two_waves (d k : ℝ) :
    HasDerivAt (deriv (lineEnergy d ![k, -k] ![1, 1])) (-8 * d * k ^ 2) 0 ∧
      HasDerivAt (deriv (lineEnergy d ![k, -k] ![1, -1])) (8 * d * k ^ 2) 0 := by
  constructor
  · refine (line_curvature d ![k, -k] ![1, 1]).congr_deriv ?_
    have h1 : ∑ g, ((![k, -k] g : ℝ) : ℂ) * (![1, 1] : Fin 2 → ℂ) g = 0 := by
      simp [Fin.sum_univ_two]
    have h2 : ∑ g, (![1, 1] : Fin 2 → ℂ) g = ((2 : ℝ) : ℂ) := by
      norm_num [Fin.sum_univ_two]
    have h3 : ∑ g, ((![k, -k] g : ℝ) : ℂ) ^ 2 * (![1, 1] : Fin 2 → ℂ) g =
        ((2 * k ^ 2 : ℝ) : ℂ) := by
      simp [Fin.sum_univ_two]
      ring
    rw [h1, h2, h3, Complex.conj_ofReal, ← Complex.ofReal_mul, Complex.ofReal_re, norm_zero]
    ring
  · refine (line_curvature d ![k, -k] ![1, -1]).congr_deriv ?_
    have h4 : ∑ g, ((![k, -k] g : ℝ) : ℂ) * (![1, -1] : Fin 2 → ℂ) g =
        ((2 * k : ℝ) : ℂ) := by
      simp [Fin.sum_univ_two]
      ring
    have h5 : ∑ g, (![1, -1] : Fin 2 → ℂ) g = 0 := by
      simp [Fin.sum_univ_two]
    rw [h4, h5, Complex.norm_real, Real.norm_eq_abs, sq_abs, map_zero, zero_mul,
      Complex.zero_re]
    ring

end

end SeparableProjectorCurvature
```

```lean
#print axioms SeparableProjectorCurvature.force_constant
#print axioms SeparableProjectorCurvature.force_constant_pairs
#print axioms SeparableProjectorCurvature.curvature_two_waves
```

```
'SeparableProjectorCurvature.force_constant' depends on axioms: [propext, Classical.choice, Quot.sound]
'SeparableProjectorCurvature.force_constant_pairs' depends on axioms: [propext, Classical.choice, Quot.sound]
'SeparableProjectorCurvature.curvature_two_waves' depends on axioms: [propext, Classical.choice, Quot.sound]
```

## Energies, positions and derivatives in the Lean statements

The finite type `ι` labels the plane waves and the finite type `n` labels the coordinates of the ion, so three dimensions is one case among all finite ones. `K g ⬝ᵥ R` is the ordinary dot product in Cartesian components. `phased K c R g` is $a_g$, with the sign convention $e^{+iK\cdot R}$, and `energy` is $d|F|^2$. `lineEnergy` is your $E(t)$.

In a plane-wave calculation, $K_g$ would be a Bloch vector plus a reciprocal lattice vector, and $c_g$ the product of an orbital coefficient and the complex conjugate of the projector's form factor. The sum is then the overlap of the orbital with the projector centred on the ion, and $d$ is the strength of that projector channel.

`force_constant` says that the function of $s$ obtained by differentiating $E(R+su+tv)$ in $t$ at $t=0$ is itself differentiable at $s=0$, with the derivative found above. The directions need not have unit length; Cartesian unit vectors give the entries of the Hessian of this energy with respect to the position of the ion. The inner derivative is written with `deriv`, which Lean sets to zero for a non-differentiable function, but the proof obtains it from a genuine derivative.

`force_constant_pairs` gives the pair form for the same derivative. `line_curvature` states that `deriv (lineEnergy d K c)` has your expression as its derivative at zero, and `curvature_two_waves` gives the values for the unnormalised coefficients.

In density functional perturbation theory, this expression is the explicit second-order ionic term from the nonlocal part of a norm-conserving pseudopotential, here for one projector, one orbital and a finite plane-wave set with frozen coefficients. The orbital response, the local pseudopotential and the ion–ion interaction contribute separately to the full force constants and are absent from this model.

## From plane-wave phases to the force constant

`hasDerivAt_weighted` differentiates $\sum_g w_g a_g$ along a line. The phase is affine in the displacement, so the chain rule brings down $iK_g\cdot u$. The free weights $w_g$ let the lemma serve for both derivatives: first with $w_g=1$, then with $w_g=iq_g$.

`hasDerivAt_re_conj_mul` is the product rule for $\mathrm{Re}(\overline{f}g)$, proved by splitting $f$ and $g$ into real and imaginary parts.

In `force_constant`, `hE` rewrites the squared modulus as $\mathrm{Re}(\overline{F}F)$, and `first` computes $\partial_vE$ at every position, which is needed before differentiating again. The product rule is then applied along $u$. The step `e1` takes the factor $i$ out of $iP$ and $iQ$, and `e2` uses $i^2=-1$ to produce $-M$.

`pair_sum` expands $(p_g-p_h)(q_g-q_h)$ summed against the products $x_gx_h$ of real numbers. `force_constant_pairs` uses it twice, once with the real parts of $a_g$ and once with the imaginary parts, because $\mathrm{Re}(\overline{a_g}a_h)$ is the sum of the two corresponding products.

`line_curvature` treats $t$ as a position vector with a single component. Its step `e'` identifies the energy at $s+t$ with `lineEnergy`, and the shift rule for derivatives turns the inner derivative at $t=0$ into $E'(s)$. `curvature_two_waves` then evaluates the sums for $\pm k$: the first moment vanishes for coefficients $1,1$, and the plain sum vanishes for $1,-1$.
